# For orbitals kept orthonormal in a changing overlap, the parallel gauge means $C^\dagger S C' = -\tfrac12 C^\dagger S' C$

The derivative of a matrix function can be defined through a matrix norm or entry by entry. The Lean file below takes it entry by entry, which for finite matrices gives the same derivative and leaves no norm to choose.

Let $C(t)$ be the matrix of orbital coefficients, with one row per basis function and one column per occupied orbital. Let $S(t)$ be the overlap matrix of the basis, and $t$ a real parameter such as the displacement of an atom. Both functions are differentiable at $t=0$, with derivatives $C'$ and $S'$ there. From here on, $C$ and $S$ without an argument are the values at $t=0$. If $S$ is Hermitian and $C(t)^\dagger S(t)C(t)=1$ for all $t$ near 0, then

$$
C^\dagger S C' \text{ is Hermitian}\quad\Longleftrightarrow\quad C^\dagger S C'=-\tfrac12\,C^\dagger S' C .
$$

The condition on the left is the parallel gauge. It stands for a choice: the occupied orbitals may be rotated among themselves as $t$ changes, and the gauge fixes that rotation to first order. When $S'=0$ it makes the response $S$-orthogonal to all occupied orbitals.

## Where a response code uses the occupied block

In density functional perturbation theory the overlap changes with atomic positions when ultrasoft pseudopotentials or atom-centred basis functions are used. For an insulator, the Sternheimer equation, the linear equation for the first-order orbitals, is commonly solved for the projected part

$$\Delta=(1-CC^\dagger S)\,C'.$$

The remaining part lies in the occupied space and is fixed by the constraint together with the parallel gauge; for a finite basis and a real parameter, the identity supplies it without another linear solve. With $M=C^\dagger S'C$, a code

1. forms $M$ from the overlap derivative;
2. solves for $\Delta$;
3. sets $C'=\Delta-\tfrac12 CM$.

For equally occupied orbitals, the first-order density matrix, divided by the common occupation number, is then

$$C'C^\dagger+CC'^\dagger=\Delta C^\dagger+C\Delta^\dagger-CMC^\dagger .$$

If the last term is missing, the response has lost the part that keeps the orbitals orthonormal to first order when the overlap changes. This is the response of the coefficients only: a real-space density also needs the derivatives of moving basis functions or augmentation charges.

The density matrix of equally occupied orbitals can be compared with finite differences in any gauge. Comparing the orbital response $C'$ itself needs the same gauge on both sides. For that comparison, phases and rotations that jump between separate diagonalisations must be aligned first. After that, a smooth response in another gauge can be converted by the mixing matrix $A$ derived below.

## Differentiating the orthonormality constraint

Each entry of $C(t)^\dagger S(t)C(t)$ is constant near $t=0$, so its derivative vanishes. The product rule, with the factors kept in order, gives

$$C'^\dagger SC+C^\dagger S'C+C^\dagger SC'=0 .$$

Write $X=C^\dagger SC'$. Since $S^\dagger=S$,

$$X^\dagger=C'^\dagger S^\dagger C=C'^\dagger SC,$$

and the constraint becomes

$$X^\dagger+M+X=0 .$$

If $X^\dagger=X$, then $2X=-M$, so $X=-\tfrac12M$. Conversely, if $X=-\tfrac12M$, then $X^\dagger=-M-X=-\tfrac12M=X$.

To split a response that is in the parallel gauge, add and subtract its occupied part:

$$C'=(1-CC^\dagger S)C'+C(C^\dagger SC')=\Delta-\tfrac12CM .$$

Now take any response $C'$ and replace it by $C'+CA$, where $A^\dagger=-A$. Because $C^\dagger SC=1$, the occupied block changes from $X$ to $X+A$. It is Hermitian exactly when $X^\dagger-A=X+A$, which gives

$$A=\tfrac12(X^\dagger-X).$$

This matrix is indeed anti-Hermitian, so exactly one such mixing exists. It changes the first-order density matrix by

$$CAC^\dagger+CA^\dagger C^\dagger=CAC^\dagger-CAC^\dagger=0 .$$

With unequal occupations this cancellation generally fails.

Triangular orthonormalisation shows the conversion at work. For

$$S(t)=\begin{pmatrix}1&t\\t&1+t^2\end{pmatrix},\qquad C(t)=\begin{pmatrix}1&-t\\0&1\end{pmatrix},$$

the orbitals are orthonormal for every $t$, but at $t=0$

$$X=\begin{pmatrix}0&-1\\0&0\end{pmatrix}$$

is not Hermitian. The mixing $A=\begin{pmatrix}0&1/2\\-1/2&0\end{pmatrix}$ turns it into $\begin{pmatrix}0&-1/2\\-1/2&0\end{pmatrix}$, which is $-\tfrac12S'$, as the identity requires for $C=1$.

## The definitions and theorems in Lean

```lean
import Mathlib

open Matrix Topology

namespace ParallelGaugeResponse

noncomputable section

variable {l m n : Type*} [Fintype m] [Fintype n]

/-- The matrix function `A` has derivative `A'` at `t`, entry by entry. -/
def HasEntryDerivAt {m n : Type*} (A : ℝ → Matrix m n ℂ) (A' : Matrix m n ℂ) (t : ℝ) : Prop :=
  ∀ i j, HasDerivAt (fun s => A s i j) (A' i j) t

/-- Parallel gauge: the occupied block `C† S C'` of the orbital response `C'` is Hermitian. -/
def ParallelGauge (C : Matrix m n ℂ) (S : Matrix m m ℂ) (C' : Matrix m n ℂ) : Prop :=
  (Cᴴ * S * C').IsHermitian

omit [Fintype n] in
/-- Product rule for matrix functions, with the order of the factors kept. -/
theorem HasEntryDerivAt.mul {A : ℝ → Matrix l m ℂ} {B : ℝ → Matrix m n ℂ}
    {A' : Matrix l m ℂ} {B' : Matrix m n ℂ} {t : ℝ}
    (hA : HasEntryDerivAt A A' t) (hB : HasEntryDerivAt B B' t) :
    HasEntryDerivAt (fun s => A s * B s) (A' * B t + A t * B') t := by
  intro i j
  simp only [Matrix.mul_apply, Matrix.add_apply, ← Finset.sum_add_distrib]
  exact HasDerivAt.fun_sum (fun k _ => (hA i k).fun_mul (hB k j))

omit [Fintype m] [Fintype n] in
/-- The derivative of the adjoint is the adjoint of the derivative. -/
theorem HasEntryDerivAt.adjoint {A : ℝ → Matrix m n ℂ} {A' : Matrix m n ℂ} {t : ℝ}
    (hA : HasEntryDerivAt A A' t) : HasEntryDerivAt (fun s => (A s)ᴴ) A'ᴴ t :=
  fun i j => (hA j i).star

variable [DecidableEq n] {C : ℝ → Matrix m n ℂ} {S : ℝ → Matrix m m ℂ}
  {C' : Matrix m n ℂ} {S' : Matrix m m ℂ}

omit [Fintype n] in
/-- First-order form of the generalised orthonormality constraint `C† S C = 1`. -/
theorem deriv_orthonormality (hC : HasEntryDerivAt C C' 0) (hS : HasEntryDerivAt S S' 0)
    (hON : ∀ᶠ t in 𝓝 (0 : ℝ), (C t)ᴴ * S t * C t = 1) :
    C'ᴴ * S 0 * C 0 + (C 0)ᴴ * S' * C 0 + (C 0)ᴴ * S 0 * C' = 0 := by
  have h := (hC.adjoint.mul hS).mul hC
  rw [← Matrix.add_mul]
  ext i j
  -- near `t = 0` each entry of `C† S C` is constant
  have h2 : HasDerivAt (fun t => ((C t)ᴴ * S t * C t) i j) 0 0 :=
    (hasDerivAt_const (0 : ℝ) ((1 : Matrix n n ℂ) i j)).congr_of_eventuallyEq
      (hON.mono fun t ht => by
        show ((C t)ᴴ * S t * C t) i j = (1 : Matrix n n ℂ) i j
        rw [ht])
  exact (h i j).unique h2

/-- For orbitals kept orthonormal under a changing overlap matrix, the parallel gauge holds
exactly when the occupied block of the response is `-(1/2) C† S' C`. -/
theorem parallelGauge_iff (hC : HasEntryDerivAt C C' 0) (hS : HasEntryDerivAt S S' 0)
    (hS0 : (S 0).IsHermitian) (hON : ∀ᶠ t in 𝓝 (0 : ℝ), (C t)ᴴ * S t * C t = 1) :
    ParallelGauge (C 0) (S 0) C' ↔
      (C 0)ᴴ * S 0 * C' = (-(1 / 2) : ℂ) • ((C 0)ᴴ * S' * C 0) := by
  have hd := deriv_orthonormality hC hS hON
  -- the first term of the constraint is the adjoint of the last
  have hX : ((C 0)ᴴ * S 0 * C')ᴴ = C'ᴴ * S 0 * C 0 := by
    rw [conjTranspose_mul, conjTranspose_mul, conjTranspose_conjTranspose, hS0.eq,
      Matrix.mul_assoc]
  rw [← hX] at hd
  unfold ParallelGauge
  generalize (C 0)ᴴ * S 0 * C' = X at hd ⊢
  generalize (C 0)ᴴ * S' * C 0 = M at hd ⊢
  constructor
  · intro h
    rw [h.eq] at hd
    linear_combination (norm := module) (1 / 2 : ℂ) • hd
  · intro h
    show Xᴴ = X
    linear_combination (norm := module) hd - (2 : ℂ) • h

/-- In the parallel gauge the orbital response is its part projected by `1 - C C† S`, minus
half of `C (C† S' C)`. -/
theorem response_split [DecidableEq m] (hC : HasEntryDerivAt C C' 0)
    (hS : HasEntryDerivAt S S' 0) (hS0 : (S 0).IsHermitian)
    (hON : ∀ᶠ t in 𝓝 (0 : ℝ), (C t)ᴴ * S t * C t = 1)
    (hP : ParallelGauge (C 0) (S 0) C') :
    C' = (1 - C 0 * (C 0)ᴴ * S 0) * C' - (1 / 2 : ℂ) • (C 0 * ((C 0)ᴴ * S' * C 0)) := by
  have h := (parallelGauge_iff hC hS hS0 hON).1 hP
  have h2 : C 0 * (C 0)ᴴ * S 0 * C' = C 0 * ((C 0)ᴴ * S 0 * C') := by
    simp only [Matrix.mul_assoc]
  rw [Matrix.sub_mul, Matrix.one_mul, h2, h, Matrix.mul_smul]
  module

/-- Exactly one anti-Hermitian mixing `A` of the occupied orbitals brings a given response
`C'` to the parallel gauge. -/
theorem existsUnique_parallelGauge (C C' : Matrix m n ℂ) (S : Matrix m m ℂ)
    (hON : Cᴴ * S * C = 1) :
    ∃! A : Matrix n n ℂ, Aᴴ = -A ∧ ParallelGauge C S (C' + C * A) := by
  have key : ∀ A : Matrix n n ℂ, Cᴴ * S * (C' + C * A) = Cᴴ * S * C' + A := by
    intro A
    rw [Matrix.mul_add, ← Matrix.mul_assoc _ C A, hON, Matrix.one_mul]
  unfold ParallelGauge
  simp only [key]
  generalize Cᴴ * S * C' = X
  -- the mixing removes the anti-Hermitian part of `X`
  have hs : star (1 / 2 : ℂ) = 1 / 2 := by simp
  have hA : ((1 / 2 : ℂ) • (Xᴴ - X))ᴴ = -((1 / 2 : ℂ) • (Xᴴ - X)) := by
    rw [conjTranspose_smul, conjTranspose_sub, conjTranspose_conjTranspose, hs]
    module
  refine ⟨(1 / 2 : ℂ) • (Xᴴ - X), ⟨hA, ?_⟩, ?_⟩
  · show (X + (1 / 2 : ℂ) • (Xᴴ - X))ᴴ = X + (1 / 2 : ℂ) • (Xᴴ - X)
    rw [conjTranspose_add, hA]
    module
  · rintro B ⟨hB, hB'⟩
    have h : Xᴴ + Bᴴ = X + B := by
      rw [← conjTranspose_add]
      exact hB'
    rw [hB] at h
    linear_combination (norm := module) (-(1 / 2) : ℂ) • h

omit [Fintype m] [DecidableEq n] in
/-- An anti-Hermitian mixing of the occupied orbitals leaves the first-order density matrix
`C' C† + C C'†` unchanged. -/
theorem density_response_invariant (C C' : Matrix m n ℂ) {A : Matrix n n ℂ} (hA : Aᴴ = -A) :
    (C' + C * A) * Cᴴ + C * (C' + C * A)ᴴ = C' * Cᴴ + C * C'ᴴ := by
  rw [conjTranspose_add, conjTranspose_mul, hA]
  simp only [Matrix.add_mul, Matrix.mul_add, Matrix.neg_mul, Matrix.mul_neg, Matrix.mul_assoc]
  abel

/-- Two model orbitals with symmetric mixing. -/
def symOrbitals (t : ℝ) : Matrix (Fin 2) (Fin 2) ℂ := !![1, (t : ℂ); (t : ℂ), 1 + (t : ℂ) ^ 2]

/-- The inverse of the matrix of symmetric model orbitals. -/
def symInverse (t : ℝ) : Matrix (Fin 2) (Fin 2) ℂ := !![1 + (t : ℂ) ^ 2, -(t : ℂ); -(t : ℂ), 1]

/-- Two model orbitals with triangular mixing. -/
def triOrbitals (t : ℝ) : Matrix (Fin 2) (Fin 2) ℂ := !![1, -(t : ℂ); 0, 1]

/-- The derivatives at zero of the polynomials `t` and `1 + t ^ 2` are one and zero. -/
theorem entry_derivs : HasDerivAt (fun t : ℝ => (t : ℂ)) 1 0 ∧
    HasDerivAt (fun t : ℝ => 1 + (t : ℂ) ^ 2) 0 0 := by
  have h1 : HasDerivAt (fun t : ℝ => (t : ℂ)) 1 0 := by
    simpa using (hasDerivAt_id (0 : ℝ)).ofReal_comp
  exact ⟨h1, ((h1.fun_pow 2).const_add 1).congr_deriv (by simp)⟩

/-- The symmetric model orbitals, with the squared inverse as overlap matrix, are orthonormal for
all `t`, have a changing overlap, and are in the parallel gauge at `t = 0`. -/
theorem parallelGauge_witness :
    (∀ t, (symInverse t * symInverse t).IsHermitian) ∧
    (∀ t, (symOrbitals t)ᴴ * (symInverse t * symInverse t) * symOrbitals t = 1) ∧
    HasEntryDerivAt symOrbitals !![0, 1; 1, 0] 0 ∧
    HasEntryDerivAt (fun t => symInverse t * symInverse t) !![0, -2; -2, 0] 0 ∧
    ParallelGauge (symOrbitals 0) (symInverse 0 * symInverse 0) !![0, 1; 1, 0] := by
  obtain ⟨h1, h2⟩ := entry_derivs
  have hC : ∀ t, (symOrbitals t)ᴴ = symOrbitals t := by
    intro t
    ext i j
    fin_cases i <;> fin_cases j <;> simp [symOrbitals]
  have hD : ∀ t, (symInverse t)ᴴ = symInverse t := by
    intro t
    ext i j
    fin_cases i <;> fin_cases j <;> simp [symInverse]
  have hCD : ∀ t, symOrbitals t * symInverse t = 1 := by
    intro t
    ext i j
    fin_cases i <;> fin_cases j <;>
      simp [symOrbitals, symInverse, Matrix.mul_apply, Fin.sum_univ_succ] <;> ring
  have c0 : symOrbitals 0 = 1 := by
    ext i j
    fin_cases i <;> fin_cases j <;> simp [symOrbitals]
  have d0 : symInverse 0 = 1 := by
    have h := hCD 0
    rwa [c0, one_mul] at h
  refine ⟨fun t => ?_, fun t => ?_, ?_, ?_, ?_⟩
  · show (symInverse t * symInverse t)ᴴ = _
    rw [conjTranspose_mul, hD]
  · rw [hC, ← mul_assoc, hCD, one_mul]
    exact mul_eq_one_comm.mp (hCD t)
  · intro i j
    fin_cases i <;> fin_cases j
    · exact hasDerivAt_const (0 : ℝ) (1 : ℂ)
    · exact h1
    · exact h1
    · exact h2
  · have hd : HasEntryDerivAt symInverse !![0, -1; -1, 0] 0 := by
      intro i j
      fin_cases i <;> fin_cases j
      · exact h2
      · exact h1.fun_neg
      · exact h1.fun_neg
      · exact hasDerivAt_const (0 : ℝ) (1 : ℂ)
    have h := hd.mul hd
    have e : (!![0, -1; -1, 0] : Matrix (Fin 2) (Fin 2) ℂ) * symInverse 0
        + symInverse 0 * !![0, -1; -1, 0] = !![0, -2; -2, 0] := by
      rw [d0, mul_one, one_mul]
      ext i j
      fin_cases i <;> fin_cases j <;> simp <;> norm_num
    rw [e] at h
    exact h
  · unfold ParallelGauge
    rw [hC, c0, d0, one_mul, one_mul, one_mul]
    show (!![0, 1; 1, 0] : Matrix (Fin 2) (Fin 2) ℂ)ᴴ = !![0, 1; 1, 0]
    ext i j
    fin_cases i <;> fin_cases j <;> simp

/-- The triangular model orbitals are orthonormal for all `t` in the overlap matrix `!![1, t; t, 1 +
t ^ 2]`, yet their response at `t = 0` violates the parallel gauge. -/
theorem triangular_not_parallelGauge :
    (∀ t : ℝ, (triOrbitals t)ᴴ * !![1, (t : ℂ); (t : ℂ), 1 + (t : ℂ) ^ 2] * triOrbitals t = 1) ∧
    HasEntryDerivAt triOrbitals !![0, -1; 0, 0] 0 ∧
    ¬ ParallelGauge (triOrbitals 0) !![1, 0; 0, 1] !![0, -1; 0, 0] := by
  refine ⟨fun t => ?_, ?_, fun h => ?_⟩
  · ext i j
    fin_cases i <;> fin_cases j <;>
      simp [triOrbitals, Matrix.mul_apply, Fin.sum_univ_succ]
    ring
  · intro i j
    fin_cases i <;> fin_cases j
    · exact hasDerivAt_const (0 : ℝ) (1 : ℂ)
    · exact entry_derivs.1.fun_neg
    · exact hasDerivAt_const (0 : ℝ) (0 : ℂ)
    · exact hasDerivAt_const (0 : ℝ) (1 : ℂ)
  · -- compare the two off-diagonal entries
    have h01 := congrFun (congrFun h.eq 0) 1
    simp [triOrbitals, Matrix.mul_apply, Fin.sum_univ_succ] at h01

end

end ParallelGaugeResponse
```

```lean
#print axioms ParallelGaugeResponse.parallelGauge_iff
-- 'ParallelGaugeResponse.parallelGauge_iff' depends on axioms: [propext, Classical.choice, Quot.sound]
#print axioms ParallelGaugeResponse.response_split
-- 'ParallelGaugeResponse.response_split' depends on axioms: [propext, Classical.choice, Quot.sound]
#print axioms ParallelGaugeResponse.density_response_invariant
-- 'ParallelGaugeResponse.density_response_invariant' depends on axioms: [propext, Classical.choice, Quot.sound]
#print axioms ParallelGaugeResponse.triangular_not_parallelGauge
-- 'ParallelGaugeResponse.triangular_not_parallelGauge' depends on axioms: [propext, Classical.choice, Quot.sound]
```

## How the Lean objects map to the orbitals

The index type `m` labels basis functions and `n` labels occupied orbitals. `C` and `S` are functions of a real parameter, and `C'` and `S'` are matrices tied to them by `HasEntryDerivAt` at 0. The symbol `ᴴ` is the adjoint. `ParallelGauge` says that the occupied block is Hermitian.

In `parallelGauge_iff`, `hS0` requires Hermiticity of the overlap at $t=0$ only. The hypothesis `hON` states orthonormality with `∀ᶠ t in 𝓝 (0 : ℝ)`, meaning for all $t$ in some neighbourhood of 0. A family that is orthonormal for every real $t$ therefore qualifies.

## How the proof follows the derivation

`HasEntryDerivAt.mul` proves the product rule by differentiating the finite sum in each matrix entry, and `HasEntryDerivAt.adjoint` differentiates the adjoint. In `deriv_orthonormality` these give one derivative of each entry of $C^\dagger SC$. The local constancy of that entry gives another, namely zero, and uniqueness of derivatives equates the two.

In `parallelGauge_iff`, the step `hX` identifies the first term of the constraint as $X^\dagger$. The two `generalize` steps then name the blocks $X$ and $M$, which leaves linear algebra. The forward direction takes half of the constraint; the reverse subtracts twice the assumed formula from it. `response_split` inserts the result into the decomposition of $C'$.

`existsUnique_parallelGauge` first proves, as `key`, that mixing by $A$ shifts the block by $A$. It then supplies $\tfrac12(X^\dagger-X)$ and shows that any other admissible mixing equals it. `density_response_invariant` expands the products and cancels the two mixing terms.

Two explicit families test the hypotheses. `parallelGauge_witness` gives a symmetric family with $S'\neq0$ that meets all of them and is in the parallel gauge at $t=0$. `triangular_not_parallelGauge` establishes the failure of the gauge for the triangular orbitals above, so orthonormality alone does not imply it.

## Finite matrices and an assumed derivative

The theorems concern finite matrices, a real parameter and first order in $t$. Differentiability of the orbitals is assumed and not derived from a Hamiltonian; at a level crossing, or with arbitrary phases from a diagonaliser, a code's orbitals may fail to satisfy it. Neither the Sternheimer equation nor self-consistency enters the file, and nothing is stated about the accuracy of a numerical solution.

The parallel gauge is likewise a hypothesis on the response. A code that fixes its orbitals in another way, for instance by keeping them eigenvectors of the perturbed Hamiltonian, will in general have a different occupied block. The formula $-\tfrac12C^\dagger S'C$ applies to its response only after the mixing by $A$.
